# Spinor transformations in SL(2,ℂ) are orthochronous, and those preserving the time axis form SU(2)

Let $A$ be a complex $2\times2$ matrix with $\det A=1$. The Lorentz transformation that it induces has time-time entry $\tfrac12\operatorname{tr}(AA^\dagger)$. This number is real and at least 1, and it equals 1 exactly when $A$ is unitary. It follows that future-directed timelike vectors keep a positive time component, and that the matrices $A$ mapping the time axis to itself are the elements of SU(2).

In relativistic quantum mechanics this means that the energy of a free massive particle stays positive under every change of frame described by SL(2,ℂ), a class that contains neither parity nor time reversal.

```lean
import Mathlib

open Matrix ComplexConjugate

namespace SpinorOrthochronous

noncomputable section
```

## Four-vectors as Hermitian matrices

With the speed of light set to 1, a real four-vector $(t,x,y,z)$ is written as

$$X=t+x\sigma_1+y\sigma_2+z\sigma_3=\begin{pmatrix}t+z&x-iy\\x+iy&t-z\end{pmatrix},\qquad \det X=t^2-x^2-y^2-z^2 .$$

```lean
/-- The Hermitian matrix `t + x σ₁ + y σ₂ + z σ₃` of a real four-vector. -/
def fourVector (t x y z : ℝ) : Matrix (Fin 2) (Fin 2) ℂ :=
  !![(t : ℂ) + z, x - y * Complex.I; x + y * Complex.I, (t : ℂ) - z]
```

The matrix $A$ acts by $X\mapsto AXA^\dagger$. The result is again Hermitian, and its determinant is $|\det A|^2\det X=\det X$, so the map is a Lorentz transformation. That remark justifies the name and is not among the theorems below; the full $4\times4$ Lorentz matrix is never built.

```lean
/-- The action `X ↦ A X A†` of a spinor transformation on four-vectors. -/
def act (A X : Matrix (Fin 2) (Fin 2) ℂ) : Matrix (Fin 2) (Fin 2) ℂ := A * X * Aᴴ
```

The Pauli matrices are traceless, so the time component of $X$ is $\tfrac12\operatorname{tr}X$. Its Lean type is `ℂ`, which makes the reality of the time-time entry something to prove.

```lean
/-- The time component `tr X / 2` of a four-vector in matrix form. -/
def timeComp (X : Matrix (Fin 2) (Fin 2) ℂ) : ℂ := X.trace / 2
```

The time-time entry is the time component of the image of the unit time vector $(1,0,0,0)$.

```lean
/-- The time-time entry of the induced transformation: the time component of the image of the
unit time vector. -/
def timeTime (A : Matrix (Fin 2) (Fin 2) ℂ) : ℂ := timeComp (act A (fourVector 1 0 0 0))
```

A boost along the third axis with rapidity $\eta$ is represented by $\operatorname{diag}(e^{\eta/2},e^{-\eta/2})$.

```lean
/-- The spinor transformation of a boost along the third axis with rapidity `η`. -/
def boost (η : ℝ) : Matrix (Fin 2) (Fin 2) ℂ :=
  !![((Real.exp (η / 2) : ℝ) : ℂ), 0; 0, ((Real.exp (-(η / 2)) : ℝ) : ℂ)]
```

## The entry as a sum of squared moduli

Setting $t=1$ and $x=y=z=0$ gives the identity matrix.

```lean
/-- The unit time vector is the identity matrix. -/
theorem fourVector_time : fourVector 1 0 0 0 = 1 := by
  ext i j
  fin_cases i <;> fin_cases j <;> simp [fourVector]
```

Its image is therefore $AA^\dagger$, and the time-time entry is $\tfrac12\operatorname{tr}(AA^\dagger)$.

```lean
/-- The time-time entry is `tr(A A†) / 2`. -/
theorem timeTime_eq_trace (A : Matrix (Fin 2) (Fin 2) ℂ) :
    timeTime A = (A * Aᴴ).trace / 2 := by
  rw [timeTime, fourVector_time, timeComp, act, mul_one]
```

Number rows and columns from 0, as Lean does. The diagonal entries of $AA^\dagger$ are $|A_{00}|^2+|A_{01}|^2$ and $|A_{10}|^2+|A_{11}|^2$, so

$$N:=\tfrac12\operatorname{tr}(AA^\dagger)=\tfrac12\left(|A_{00}|^2+|A_{01}|^2+|A_{10}|^2+|A_{11}|^2\right).$$

The proof expands the trace and replaces each product $w\bar w$ by `Complex.normSq`, the squared modulus. The right-hand side is a real number cast to `ℂ`, which settles reality.

```lean
/-- The time-time entry is half the sum of the squared moduli of the entries of `A`. -/
theorem timeTime_eq_normSq (A : Matrix (Fin 2) (Fin 2) ℂ) :
    timeTime A = (((Complex.normSq (A 0 0) + Complex.normSq (A 0 1)
      + Complex.normSq (A 1 0) + Complex.normSq (A 1 1)) / 2 : ℝ) : ℂ) := by
  rw [timeTime_eq_trace]
  simp only [Matrix.trace_fin_two, Matrix.mul_apply, Fin.sum_univ_two,
    Matrix.conjTranspose_apply, Complex.star_def, Complex.mul_conj]
  push_cast
  ring
```

## The bound and the case of equality

Expanding two squared moduli gives

$$|A_{00}-\overline{A_{11}}|^2+|A_{01}+\overline{A_{10}}|^2=2N-2\operatorname{Re}(A_{00}A_{11}-A_{01}A_{10})=2N-2 .$$

Only the real part of $\det A=1$ is used. In Lean it is the hypothesis `h`, and `linear_combination h` completes the expansion.

```lean
/-- For a unimodular `A`, the excess of the time-time entry over one is a sum of two squared
moduli. -/
theorem timeTime_excess (A : Matrix (Fin 2) (Fin 2) ℂ) (hA : A.det = 1) :
    (timeTime A).re - 1 = (Complex.normSq (A 0 0 - conj (A 1 1))
      + Complex.normSq (A 0 1 + conj (A 1 0))) / 2 := by
  have h := congrArg Complex.re hA
  rw [Matrix.det_fin_two] at h
  simp only [Complex.sub_re, Complex.mul_re, Complex.one_re] at h
  rw [timeTime_eq_normSq, Complex.ofReal_re]
  simp only [Complex.normSq_apply, Complex.sub_re, Complex.sub_im, Complex.add_re,
    Complex.add_im, Complex.conj_re, Complex.conj_im]
  linear_combination h
```

Hence $N\ge1$. If $N=1$, both squares vanish, so $A_{00}=\overline{A_{11}}$ and $A_{01}=-\overline{A_{10}}$. Then

$$A^\dagger=\begin{pmatrix}A_{11}&-A_{01}\\-A_{10}&A_{00}\end{pmatrix}=\operatorname{adj}A,\qquad AA^\dagger=A\operatorname{adj}A=\det A\cdot 1=1 .$$

Conversely, $AA^\dagger=1$ gives $N=\tfrac12\operatorname{tr}1=1$.

The theorem takes membership of SL(2,ℂ) as the hypothesis `A.det = 1` and states three things: the imaginary part is zero, the real part is at least 1, and the entry equals 1 if and only if $A$ lies in `Matrix.unitaryGroup`. The two halves of the equivalence follow the two arguments above, with `hadj` identifying the adjoint with the adjugate.

```lean
/-- For `A` in SL(2,ℂ) the time-time entry of the induced Lorentz transformation is real and at
least one, and it equals one exactly when `A` is unitary. -/
theorem timeTime_ge_one_and_eq_iff (A : Matrix (Fin 2) (Fin 2) ℂ) (hA : A.det = 1) :
    (timeTime A).im = 0 ∧ 1 ≤ (timeTime A).re ∧
      (timeTime A = 1 ↔ A ∈ Matrix.unitaryGroup (Fin 2) ℂ) := by
  have hex := timeTime_excess A hA
  have p := Complex.normSq_nonneg (A 0 0 - conj (A 1 1))
  have q := Complex.normSq_nonneg (A 0 1 + conj (A 1 0))
  refine ⟨by rw [timeTime_eq_normSq, Complex.ofReal_im], by linarith, ?_, ?_⟩
  · intro h
    rw [h, Complex.one_re] at hex
    -- both squared moduli vanish
    have ha := Complex.normSq_eq_zero.mp (by linarith :
      Complex.normSq (A 0 0 - conj (A 1 1)) = 0)
    have hb := Complex.normSq_eq_zero.mp (by linarith :
      Complex.normSq (A 0 1 + conj (A 1 0)) = 0)
    have h4 : conj (A 1 1) = A 0 0 := (sub_eq_zero.mp ha).symm
    have h1 : conj (A 0 0) = A 1 1 := by rw [← h4, Complex.conj_conj]
    have h3 : conj (A 1 0) = -A 0 1 := by linear_combination hb
    have h2 : conj (A 0 1) = -A 1 0 := by
      have h5 : A 0 1 = -conj (A 1 0) := by linear_combination hb
      rw [h5, map_neg, Complex.conj_conj]
    -- hence the adjoint is the adjugate, which inverts a unimodular matrix
    have hadj : Aᴴ = A.adjugate := by
      ext i j
      fin_cases i <;> fin_cases j <;> simp [Matrix.adjugate_fin_two, h1, h2, h3, h4]
    rw [Matrix.mem_unitaryGroup_iff, Matrix.star_eq_conjTranspose, hadj,
      Matrix.mul_adjugate, hA, one_smul]
  · intro h
    rw [Matrix.mem_unitaryGroup_iff, Matrix.star_eq_conjTranspose] at h
    rw [timeTime_eq_trace, h, Matrix.trace_fin_two]
    norm_num
```

## The time row of the Lorentz transformation

By cyclicity of the trace, the time component of $AXA^\dagger$ is $\tfrac12\operatorname{tr}(XA^\dagger A)$. Write the Hermitian matrix $A^\dagger A$ as $N+n_1\sigma_1+n_2\sigma_2+n_3\sigma_3$. Then

$$t'=tN+xn_1+yn_2+zn_3,\qquad N^2-|n|^2=\det(A^\dagger A)=|\det A|^2=1 .$$

The order of the factors matters here. The matrix $AA^\dagger$ has the same trace and so the same $N$, but its spatial part is that of the time *column*, the image of the time vector, and in general it points in another direction than $n$.

In Lean the $n_k$ are written out in real and imaginary parts. The `linear_combination` step rests on the identity $|\det A|^2-1=(\operatorname{Re}\det A+1)(\operatorname{Re}\det A-1)+(\operatorname{Im}\det A)^2$, and the formula for $t'$ is checked by expansion.

```lean
/-- For a unimodular `A`, the time component of a transformed four-vector is `t N + x n₁ + y n₂ + z
n₃`, where the time row `(N, n)` obeys `N² = 1 + |n|²` and `N ≥ 1`. -/
theorem time_row (A : Matrix (Fin 2) (Fin 2) ℂ) (hA : A.det = 1) :
    ∃ N n₁ n₂ n₃ : ℝ, 1 ≤ N ∧ N ^ 2 = 1 + (n₁ ^ 2 + n₂ ^ 2 + n₃ ^ 2) ∧
      ∀ t x y z : ℝ, timeComp (act A (fourVector t x y z))
        = ((t * N + x * n₁ + y * n₂ + z * n₃ : ℝ) : ℂ) := by
  have hr := congrArg Complex.re hA
  have hi := congrArg Complex.im hA
  rw [Matrix.det_fin_two] at hr hi
  simp only [Complex.sub_re, Complex.mul_re, Complex.one_re] at hr
  simp only [Complex.sub_im, Complex.mul_im, Complex.one_im] at hi
  have hN := (timeTime_ge_one_and_eq_iff A hA).2.1
  rw [timeTime_eq_normSq, Complex.ofReal_re] at hN
  simp only [Complex.normSq_apply] at hN
  refine ⟨_,
    (A 0 0).re * (A 0 1).re + (A 0 0).im * (A 0 1).im
      + (A 1 0).re * (A 1 1).re + (A 1 0).im * (A 1 1).im,
    (A 0 0).im * (A 0 1).re - (A 0 0).re * (A 0 1).im
      + (A 1 0).im * (A 1 1).re - (A 1 0).re * (A 1 1).im,
    ((A 0 0).re ^ 2 + (A 0 0).im ^ 2 - (A 0 1).re ^ 2 - (A 0 1).im ^ 2
      + (A 1 0).re ^ 2 + (A 1 0).im ^ 2 - (A 1 1).re ^ 2 - (A 1 1).im ^ 2) / 2,
    hN, ?_, fun t x y z => ?_⟩
  · -- the Minkowski square of the row is the squared modulus of the determinant
    linear_combination
      ((A 0 0).re * (A 1 1).re - (A 0 0).im * (A 1 1).im
        - ((A 0 1).re * (A 1 0).re - (A 0 1).im * (A 1 0).im) + 1) * hr
      + ((A 0 0).re * (A 1 1).im + (A 0 0).im * (A 1 1).re
        - ((A 0 1).re * (A 1 0).im + (A 0 1).im * (A 1 0).re)) * hi
  · rw [Complex.ext_iff, Complex.ofReal_re, Complex.ofReal_im]
    constructor <;>
      simp [timeComp, act, fourVector, Matrix.trace_fin_two, Matrix.mul_apply,
        Fin.sum_univ_two] <;> ring
```

## Future-directed vectors stay future-directed

Let $t>0$ and $x^2+y^2+z^2<t^2$. By Cauchy–Schwarz,

$$(xn_1+yn_2+zn_3)^2\le(x^2+y^2+z^2)|n|^2\le t^2|n|^2<t^2(1+|n|^2)=(tN)^2 .$$

Since $tN>0$, the spatial sum is greater than $-tN$, and so $t'>0$. The middle inequality has to be non-strict, because $n=0$ when $A$ is unitary; strictness comes from the term $t^2$.

The Lean steps `hcs` and `hle` are the first two inequalities and `hlt` is the conclusion of the whole chain, with `a`, `b`, `c` standing for $n_1,n_2,n_3$. The conclusion concerns the real part of the time component, which by `time_row` is the whole of it.

```lean
/-- Unimodular spinor transformations are orthochronous: a future-directed timelike four-vector is
sent to one with positive time component. -/
theorem orthochronous (A : Matrix (Fin 2) (Fin 2) ℂ) (hA : A.det = 1) (t x y z : ℝ)
    (ht : 0 < t) (hv : x ^ 2 + y ^ 2 + z ^ 2 < t ^ 2) :
    0 < (timeComp (act A (fourVector t x y z))).re := by
  obtain ⟨N, a, b, c, hN, hn, hT⟩ := time_row A hA
  rw [hT, Complex.ofReal_re]
  -- Cauchy-Schwarz for the spatial parts
  have hcs : (x * a + y * b + z * c) ^ 2
      ≤ (x ^ 2 + y ^ 2 + z ^ 2) * (a ^ 2 + b ^ 2 + c ^ 2) := by
    nlinarith [sq_nonneg (x * b - y * a), sq_nonneg (x * c - z * a),
      sq_nonneg (y * c - z * b)]
  have hle : (x ^ 2 + y ^ 2 + z ^ 2) * (a ^ 2 + b ^ 2 + c ^ 2)
      ≤ t ^ 2 * (a ^ 2 + b ^ 2 + c ^ 2) :=
    mul_le_mul_of_nonneg_right hv.le (by positivity)
  have hlt : (x * a + y * b + z * c) ^ 2 < (t * N) ^ 2 := by
    rw [mul_pow, hn]
    nlinarith [pow_pos ht 2]
  have h := (abs_lt_of_sq_lt_sq' hlt (mul_nonneg ht.le (by linarith))).1
  linarith
```

## The stabiliser of the time axis

Suppose that $\det A=1$ and that the time vector is sent to a real multiple of itself, $AA^\dagger=c\,1$. Taking determinants gives $c^2=1$, and half the trace gives $N=c$. The bound $N\ge1$ excludes $c=-1$, so $c=1$ and $A$ is unitary. Conversely, an element of SU(2) satisfies the condition with $c=1$.

The theorem allows any real `c`, so reversal of the axis is ruled out by the proof and not by assumption. Physically, these are the spin rotations in the rest frame of a massive particle.

```lean
/-- The unimodular spinor transformations that map the time axis to itself are exactly the
elements of SU(2). -/
theorem fixes_time_axis_iff (A : Matrix (Fin 2) (Fin 2) ℂ) :
    (A.det = 1 ∧ ∃ c : ℝ, act A (fourVector 1 0 0 0) = (c : ℂ) • fourVector 1 0 0 0) ↔
      A ∈ Matrix.specialUnitaryGroup (Fin 2) ℂ := by
  rw [Matrix.mem_specialUnitaryGroup_iff, fourVector_time, act, mul_one]
  constructor
  · rintro ⟨hA, c, hc⟩
    obtain ⟨-, hge, hiff⟩ := timeTime_ge_one_and_eq_iff A hA
    have htt : timeTime A = (c : ℂ) := by
      rw [timeTime_eq_trace, hc, Matrix.trace_smul, Matrix.trace_fin_two,
        Matrix.one_apply_eq, Matrix.one_apply_eq, smul_eq_mul]
      ring
    -- the determinant leaves c = 1 or c = -1, and the bound excludes the latter
    have hd := congrArg Matrix.det hc
    rw [Matrix.det_mul, Matrix.det_conjTranspose, Matrix.det_smul, Matrix.det_one, hA,
      star_one, Fintype.card_fin, mul_one, mul_one] at hd
    have hc2 : c ^ 2 = 1 := by exact_mod_cast hd.symm
    rw [htt, Complex.ofReal_re] at hge
    have hc1 : c = 1 := by nlinarith
    exact ⟨hiff.mp (by rw [htt, hc1, Complex.ofReal_one]), hA⟩
  · rintro ⟨hU, hA⟩
    rw [Matrix.mem_unitaryGroup_iff, Matrix.star_eq_conjTranspose] at hU
    exact ⟨hA, 1, by rw [hU, Complex.ofReal_one, one_smul]⟩
```

## Boosts and the limit of zero rapidity

For the boost, $\det A=e^{\eta/2}e^{-\eta/2}=1$ and

$$N=\tfrac12(e^{\eta}+e^{-\eta})=\cosh\eta ,$$

the usual time-dilation factor. At $\eta=0$ the matrix is the identity and the bound is attained; for small $\eta$ the excess over 1 is approximately $\eta^2/2$. The Lean proof combines the exponentials in `h1`, `h2` and `h3`; the last gives the determinant, and the first two are inserted into the sum of squared moduli.

```lean
/-- A boost of rapidity `η` is unimodular and has time-time entry `cosh η`. -/
theorem timeTime_boost (η : ℝ) :
    (boost η).det = 1 ∧ timeTime (boost η) = ((Real.cosh η : ℝ) : ℂ) := by
  have e00 : boost η 0 0 = ((Real.exp (η / 2) : ℝ) : ℂ) := rfl
  have e01 : boost η 0 1 = 0 := rfl
  have e10 : boost η 1 0 = 0 := rfl
  have e11 : boost η 1 1 = ((Real.exp (-(η / 2)) : ℝ) : ℂ) := rfl
  have h1 : Real.exp (η / 2) * Real.exp (η / 2) = Real.exp η := by
    rw [← Real.exp_add, add_halves]
  have h2 : Real.exp (-(η / 2)) * Real.exp (-(η / 2)) = Real.exp (-η) := by
    rw [← Real.exp_add, ← neg_add, add_halves]
  have h3 : Real.exp (η / 2) * Real.exp (-(η / 2)) = 1 := by
    rw [← Real.exp_add, add_neg_cancel, Real.exp_zero]
  constructor
  · rw [Matrix.det_fin_two, e00, e01, e10, e11, ← Complex.ofReal_mul, h3]
    simp
  · rw [timeTime_eq_normSq, Complex.ofReal_inj, e00, e01, e10, e11, Complex.normSq_ofReal,
      Complex.normSq_ofReal, map_zero, h1, h2, Real.cosh_eq]
    ring

end

end SpinorOrthochronous
```

```lean
#print axioms SpinorOrthochronous.orthochronous
#print axioms SpinorOrthochronous.fixes_time_axis_iff
#print axioms SpinorOrthochronous.timeTime_boost
```

```
'SpinorOrthochronous.orthochronous' depends on axioms: [propext, Classical.choice, Quot.sound]
'SpinorOrthochronous.fixes_time_axis_iff' depends on axioms: [propext, Classical.choice, Quot.sound]
'SpinorOrthochronous.timeTime_boost' depends on axioms: [propext, Classical.choice, Quot.sound]
```
